# Minimum error for two equally likely pure states with coherent-state overlap

Let $u,w$ be unit vectors with $\langle u,w\rangle=e^{-2|\alpha|^2}$, sent with equal probability. Any yes/no measurement, with "yes" read as $u$ and described by an operator $E$ between zero and the identity, has mean error

$$\frac{1-\langle u,Eu\rangle+\langle w,Ew\rangle}{2}\;\ge\;\frac{1-\sqrt{1-e^{-4|\alpha|^2}}}{2}.$$

For $\alpha\neq0$ an explicit rank-one projector reaches equality. In quantum optics this bound is the benchmark for a receiver that distinguishes laser pulses modelled as the single-mode coherent states $|\alpha\rangle$ and $|{-\alpha}\rangle$, where $|\alpha|^2$ is the mean photon number, in the idealisation of pure signals without loss or noise and with a phase reference shared by sender and receiver.

The overlap is a hypothesis. It stands for the Fock-space sum $\langle\alpha|{-\alpha}\rangle=e^{-|\alpha|^2}\sum_n(-|\alpha|^2)^n/n!=e^{-2|\alpha|^2}$; the oscillator states themselves are not constructed. The state space `H` is any complex inner product space, of finite or infinite dimension, with the inner product conjugate-linear in its first argument.

In Lean 4 with Mathlib:

```lean
import Mathlib

open scoped InnerProductSpace

namespace CoherentStateDiscrimination

noncomputable section

variable {H : Type*} [NormedAddCommGroup H] [InnerProductSpace ℂ H]
```

## Detector outcomes and mean error

Write $P(v)=\mathrm{Re}\,\langle v,Ev\rangle$. For symmetric $E$ the expectation value $\langle v,Ev\rangle$ is already real. If $E$ also lies between zero and the identity and $v$ is a unit vector, it is the probability of the outcome "yes".

```lean
/-- The real part of `⟨v, E v⟩`; for symmetric `E` this is the whole inner product. -/
def prob (E : H →ₗ[ℂ] H) (v : H) : ℝ := (inner ℂ v (E v)).re
```

A detector outcome, or effect, is a symmetric linear map with $0\le P(v)\le\|v\|^2$ for every $v$. It need not be a projector, so inefficient detectors are included.

```lean
/-- A detector outcome: a symmetric operator between zero and the identity. -/
structure IsEffect (E : H →ₗ[ℂ] H) : Prop where
  symm : E.IsSymmetric
  nonneg : ∀ v, 0 ≤ prob E v
  le_norm : ∀ v, prob E v ≤ ‖v‖ ^ 2
```

If $u$ has prior probability $p$ and $w$ has $1-p$, an error is a "no" on $u$ or a "yes" on $w$. The mean error is $p(1-P(u))+(1-p)P(w)$.

```lean
/-- Mean error when `u` is sent with probability `p`, `w` with probability `1 - p`,
and the outcome `E` is read as `u`. -/
def errorProb (p : ℝ) (E : H →ₗ[ℂ] H) (u w : H) : ℝ :=
  p * (1 - prob E u) + (1 - p) * prob E w
```

## Interference in a real superposition

For real $a,b$, expanding the inner product gives two cross terms. Symmetry of $E$ makes them complex conjugates, so their real parts agree:

$$P(ax+by)=a^2P(x)+b^2P(y)+2ab\,\mathrm{Re}\langle x,Ey\rangle.$$

```lean
/-- The expectation value in a real superposition is the weighted sum of the two
expectation values plus an interference term. -/
theorem prob_comb {E : H →ₗ[ℂ] H} (hE : E.IsSymmetric) (a b : ℝ) (x y : H) :
    prob E ((a : ℂ) • x + (b : ℂ) • y) =
      a ^ 2 * prob E x + b ^ 2 * prob E y + 2 * a * b * (inner ℂ x (E y)).re := by
  have h : (inner ℂ y (E x)).re = (inner ℂ x (E y)).re := by
    rw [← hE y x, ← inner_conj_symm (E y) x, Complex.conj_re]
  simp only [prob, map_add, map_smul, inner_add_left, inner_add_right, inner_smul_left,
    inner_smul_right, Complex.conj_ofReal, Complex.add_re, Complex.re_ofReal_mul, h]
  ring
```

Taking $E$ to be the identity gives the corresponding formula for the squared norm.

```lean
/-- The squared norm of a real superposition of two vectors. -/
theorem norm_comb (a b : ℝ) (x y : H) :
    ‖(a : ℂ) • x + (b : ℂ) • y‖ ^ 2 =
      a ^ 2 * ‖x‖ ^ 2 + b ^ 2 * ‖y‖ ^ 2 + 2 * a * b * (inner ℂ x y).re := by
  have hid : ∀ v : H, prob LinearMap.id v = ‖v‖ ^ 2 :=
    fun v => inner_self_eq_norm_sq (𝕜 := ℂ) v
  have h := prob_comb (E := (LinearMap.id : H →ₗ[ℂ] H)) (fun _ _ => rfl) a b x y
  rw [hid, hid, hid] at h
  exact h
```

A complex factor $z$ contributes $\bar z z=|z|^2$, so a pure phase leaves $P$ unchanged.

```lean
/-- Rescaling a vector by `z` multiplies the expectation value by `|z|²`. -/
theorem prob_smul (E : H →ₗ[ℂ] H) (z : ℂ) (v : H) :
    prob E (z • v) = ‖z‖ ^ 2 * prob E v := by
  have h : inner ℂ (z • v) (E (z • v)) = ((‖z‖ ^ 2 : ℝ) : ℂ) * inner ℂ v (E v) := by
    rw [map_smul, inner_smul_left, inner_smul_right, ← mul_assoc, Complex.conj_mul',
      Complex.ofReal_pow]
  simp only [prob]
  rw [h, Complex.re_ofReal_mul]
```

## A quadratic that limits the bias

Set $X=\|x\|^2$, $Y=\|y\|^2$, $r=\mathrm{Re}\langle x,y\rangle$ and $D=P(x)-P(y)$. For real $t$, use $P(v)\le\|v\|^2$ at $v=(t+1)x+(t-1)y$ and $P(v)\ge0$ at $v=(t-1)x+(t+1)y$. Both expansions contain the same interference term $2(t^2-1)\,\mathrm{Re}\langle x,Ey\rangle$, which cancels when the inequalities are added:

$$0\le(X+Y+2r)\,t^2+(2X-2Y-4D)\,t+(X+Y-2r).$$

A real quadratic that is never negative has discriminant at most zero. Dividing that condition by 4 gives

$$\bigl(2D-(X-Y)\bigr)^2\le(X+Y)^2-4r^2.$$

To replace $r$ by the modulus of $g=\langle x,y\rangle$, apply this to $x$ and $zy$ with $z=e^{-i\arg g}$. Then $\langle x,zy\rangle=zg=|g|$, while $Y$ and $P(y)$ do not change.

In the proof, `key` is the quadratic, `discrim_le_zero` supplies the discriminant condition, and `hzg` is the phase rotation.

```lean
/-- The difference of the expectation values of an effect in two vectors is limited by
their norms and the modulus of their overlap. -/
theorem bias_sq_le {E : H →ₗ[ℂ] H} (hE : IsEffect E) (x y : H) :
    (2 * (prob E x - prob E y) - (‖x‖ ^ 2 - ‖y‖ ^ 2)) ^ 2 ≤
      (‖x‖ ^ 2 + ‖y‖ ^ 2) ^ 2 - 4 * ‖inner ℂ x y‖ ^ 2 := by
  -- first with the real part of the overlap, from a quadratic that is never negative
  have real_case : ∀ y : H, (2 * (prob E x - prob E y) - (‖x‖ ^ 2 - ‖y‖ ^ 2)) ^ 2 ≤
      (‖x‖ ^ 2 + ‖y‖ ^ 2) ^ 2 - 4 * (inner ℂ x y).re ^ 2 := by
    intro y
    have key : ∀ t : ℝ, 0 ≤ (‖x‖ ^ 2 + ‖y‖ ^ 2 + 2 * (inner ℂ x y).re) * (t * t) +
        (2 * ‖x‖ ^ 2 - 2 * ‖y‖ ^ 2 - 4 * (prob E x - prob E y)) * t +
        (‖x‖ ^ 2 + ‖y‖ ^ 2 - 2 * (inner ℂ x y).re) := by
      intro t
      have h1 := hE.le_norm (((t + 1 : ℝ) : ℂ) • x + ((t - 1 : ℝ) : ℂ) • y)
      have h2 := hE.nonneg (((t - 1 : ℝ) : ℂ) • x + ((t + 1 : ℝ) : ℂ) • y)
      rw [prob_comb hE.symm, norm_comb] at h1
      rw [prob_comb hE.symm] at h2
      linarith
    have h := discrim_le_zero key
    unfold discrim at h
    linarith
  -- then rotate the phase of `y` so that the overlap becomes its modulus
  let g : ℂ := inner ℂ x y
  let z : ℂ := Complex.exp (((-g.arg : ℝ) : ℂ) * Complex.I)
  have hz : ‖z‖ = 1 := Complex.norm_exp_ofReal_mul_I _
  have hzg : z * g = (‖g‖ : ℂ) := by
    have h1 : z * Complex.exp ((g.arg : ℂ) * Complex.I) = 1 := by
      simp only [z]
      rw [← Complex.exp_add]
      simp
    have h2 := Complex.norm_mul_exp_arg_mul_I g
    linear_combination (‖g‖ : ℂ) * h1 - z * h2
  have h := real_case (z • y)
  have hi : inner ℂ x (z • y) = (‖g‖ : ℂ) := by rw [inner_smul_right]; exact hzg
  rw [prob_smul, norm_smul, hz, hi, Complex.ofReal_re, one_pow, one_mul, one_mul] at h
  exact h
```

## The bound for arbitrary priors

Insert $x=\sqrt p\,u$ and $y=\sqrt{1-p}\,w$. Then $X=p$, $Y=1-p$ and $|\langle x,y\rangle|^2=p(1-p)|\langle u,w\rangle|^2$. The mean error is $\varepsilon=p-D$, so $2D-(X-Y)=1-2\varepsilon$ and

$$(1-2\varepsilon)^2\le1-4p(1-p)|\langle u,w\rangle|^2.$$

Taking the square root and solving for $\varepsilon$ gives the Helstrom bound for two pure states. The theorem is a lower bound for every $0\le p\le1$; attainment is proved below for equal priors and real overlap. Mixed signals are not treated.

```lean
/-- Helstrom bound: a lower bound on the mean error of any effect used to tell apart two pure states
with prior probabilities `p` and `1 - p`. -/
theorem helstrom_bound {E : H →ₗ[ℂ] H} (hE : IsEffect E) {u w : H} (hu : ‖u‖ = 1)
    (hw : ‖w‖ = 1) {p : ℝ} (hp : 0 ≤ p) (hp1 : p ≤ 1) :
    (1 - √(1 - 4 * p * (1 - p) * ‖inner ℂ u w‖ ^ 2)) / 2 ≤ errorProb p E u w := by
  have hq : 0 ≤ 1 - p := by linarith
  have hs : ∀ r : ℝ, 0 ≤ r → ‖((√r : ℝ) : ℂ)‖ ^ 2 = r := fun r hr => by
    rw [Complex.norm_real, Real.norm_eq_abs, sq_abs, Real.sq_sqrt hr]
  -- absorb the prior probabilities into the lengths of the vectors
  have h := bias_sq_le hE (((√p : ℝ) : ℂ) • u) (((√(1 - p) : ℝ) : ℂ) • w)
  have hi : ‖inner ℂ (((√p : ℝ) : ℂ) • u) (((√(1 - p) : ℝ) : ℂ) • w)‖ ^ 2 =
      p * (1 - p) * ‖inner ℂ u w‖ ^ 2 := by
    rw [inner_smul_left, inner_smul_right, norm_mul, norm_mul, RCLike.norm_conj,
      mul_pow, mul_pow, hs p hp, hs _ hq]
    ring
  rw [hi, prob_smul, prob_smul, norm_smul, norm_smul, hu, hw, mul_one, mul_one,
    hs p hp, hs _ hq] at h
  have h' : (2 * (p * prob E u - (1 - p) * prob E w) - (p - (1 - p))) ^ 2 ≤
      1 - 4 * p * (1 - p) * ‖inner ℂ u w‖ ^ 2 := by linarith
  have h3 := (le_abs_self _).trans (Real.abs_le_sqrt h')
  unfold errorProb
  linarith
```

## Inserting the coherent-state overlap

At $p=\tfrac12$ the factor $4p(1-p)$ equals 1, and the squared overlap is $e^{-2|\alpha|^2}e^{-2|\alpha|^2}=e^{-4|\alpha|^2}$. This is the inequality stated at the start.

```lean
/-- Two equally likely states with the overlap of the coherent states `α` and `-α` are
confused with probability at least `(1 - √(1 - exp(-4|α|²)))/2`. -/
theorem coherent_error_bound {E : H →ₗ[ℂ] H} (hE : IsEffect E) {u w : H} (hu : ‖u‖ = 1)
    (hw : ‖w‖ = 1) (α : ℂ) (h : inner ℂ u w = ((Real.exp (-2 * ‖α‖ ^ 2) : ℝ) : ℂ)) :
    (1 - √(1 - Real.exp (-4 * ‖α‖ ^ 2))) / 2 ≤ (1 - prob E u + prob E w) / 2 := by
  have hb := helstrom_bound hE hu hw (p := 1 / 2) (by norm_num) (by norm_num)
  have he : 4 * (1 / 2 : ℝ) * (1 - 1 / 2) * ‖inner ℂ u w‖ ^ 2 =
      Real.exp (-4 * ‖α‖ ^ 2) := by
    rw [h, Complex.norm_real, Real.norm_eq_abs, sq_abs, sq, ← Real.exp_add,
      show -2 * ‖α‖ ^ 2 + -2 * ‖α‖ ^ 2 = -4 * ‖α‖ ^ 2 by ring]
    ring
  rw [he] at hb
  unfold errorProb at hb
  linarith
```

## A projector that reaches the bound

The measurement $|e\rangle\langle e|$ sends $v$ to $\langle e,v\rangle e$.

```lean
/-- The operator `|e⟩⟨e|`. -/
def rankOne (e : H) : H →ₗ[ℂ] H where
  toFun v := inner ℂ e v • e
  map_add' x y := by rw [inner_add_right, add_smul]
  map_smul' c x := by rw [inner_smul_right, mul_smul, RingHom.id_apply]
```

Its expectation value is $\langle v,e\rangle\langle e,v\rangle=|\langle e,v\rangle|^2$.

```lean
/-- The expectation value of `|e⟩⟨e|` is the squared modulus of the overlap with `e`. -/
theorem prob_rankOne (e v : H) : prob (rankOne e) v = ‖inner ℂ e v‖ ^ 2 := by
  change (inner ℂ v (inner ℂ e v • e)).re = _
  rw [inner_smul_right, ← inner_conj_symm v e, Complex.mul_conj, Complex.ofReal_re,
    Complex.normSq_eq_norm_sq]
```

Let $\langle u,w\rangle=c$ be real with $|c|<1$. The vectors $u\pm w$ are orthogonal, with squared norms $2(1\pm c)$. Combine them with equal weight after normalisation:

$$e=\frac{u+w}{2\sqrt{1+c}}+\frac{u-w}{2\sqrt{1-c}}.$$

The definition collects the coefficients of $u$ and $w$.

```lean
/-- A superposition of `u` and `w`, built from `u + w` and `u - w` with weights set by
the real number `c`. -/
def optimalVector (c : ℝ) (u w : H) : H :=
  (((2 * √(1 + c))⁻¹ + (2 * √(1 - c))⁻¹ : ℝ) : ℂ) • u +
    (((2 * √(1 + c))⁻¹ - (2 * √(1 - c))⁻¹ : ℝ) : ℂ) • w
```

Each half contributes $\tfrac12$ to $\|e\|^2$, so $e$ is a unit vector. Its overlaps with the signals are

$$\langle e,u\rangle=\frac{\sqrt{1+c}+\sqrt{1-c}}2,\qquad\langle e,w\rangle=\frac{\sqrt{1+c}-\sqrt{1-c}}2.$$

Their squares are $\bigl(1\pm\sqrt{1-c^2}\bigr)/2$, and the mean error is therefore $\bigl(1-\sqrt{1-c^2}\bigr)/2$. The Cauchy–Schwarz inequality gives $|\langle e,v\rangle|^2\le\|v\|^2$, which makes the projector a valid effect.

In the proof, `hn` is the normalisation, and `i1` and `i2` are the two overlaps.

```lean
/-- For equally likely states with real overlap `c`, the measurement of
`optimalVector c u w` is a valid effect and has error `(1 - √(1 - c²))/2`. -/
theorem optimal_measurement {u w : H} (hu : ‖u‖ = 1) (hw : ‖w‖ = 1) {c : ℝ}
    (h : inner ℂ u w = (c : ℂ)) (hc : -1 < c) (hc1 : c < 1) :
    IsEffect (rankOne (optimalVector c u w)) ∧
      errorProb (1 / 2) (rankOne (optimalVector c u w)) u w = (1 - √(1 - c ^ 2)) / 2 := by
  obtain ⟨a, ha⟩ : ∃ a, a = (2 * √(1 + c))⁻¹ := ⟨_, rfl⟩
  obtain ⟨b, hb⟩ : ∃ b, b = (2 * √(1 - c))⁻¹ := ⟨_, rfl⟩
  have he : optimalVector c u w = ((a + b : ℝ) : ℂ) • u + ((a - b : ℝ) : ℂ) • w := by
    rw [ha, hb]; rfl
  have hP0 : √(1 + c) ≠ 0 := (Real.sqrt_pos.mpr (by linarith)).ne'
  have hM0 : √(1 - c) ≠ 0 := (Real.sqrt_pos.mpr (by linarith)).ne'
  have haP : a * √(1 + c) = 1 / 2 := by rw [ha]; field_simp
  have hbM : b * √(1 - c) = 1 / 2 := by rw [hb]; field_simp
  have hP : √(1 + c) ^ 2 = 1 + c := Real.sq_sqrt (by linarith)
  have hM : √(1 - c) ^ 2 = 1 - c := Real.sq_sqrt (by linarith)
  have hPM : √(1 - c ^ 2) = √(1 + c) * √(1 - c) := by
    rw [← Real.sqrt_mul (by linarith)]; congr 1; ring
  generalize √(1 + c) = P at *
  generalize √(1 - c) = M at *
  have huu : inner ℂ u u = (1 : ℂ) := by rw [inner_self_eq_norm_sq_to_K, hu]; simp
  have hww : inner ℂ w w = (1 : ℂ) := by rw [inner_self_eq_norm_sq_to_K, hw]; simp
  have hwu : inner ℂ w u = (c : ℂ) := by rw [← inner_conj_symm w u, h, Complex.conj_ofReal]
  -- the measured vector is normalised
  have hn : ‖optimalVector c u w‖ = 1 := by
    have h2 : ‖optimalVector c u w‖ ^ 2 = 1 := by
      rw [he, norm_comb, hu, hw, h, Complex.ofReal_re]
      linear_combination 2 * (a * P + 1 / 2) * haP - 2 * a ^ 2 * hP +
        2 * (b * M + 1 / 2) * hbM - 2 * b ^ 2 * hM
    nlinarith [norm_nonneg (optimalVector c u w)]
  -- its overlaps with the two signals
  have r1 : (a + b) + (a - b) * c = (P + M) / 2 := by
    linear_combination P * haP - a * hP + M * hbM - b * hM
  have r2 : (a + b) * c + (a - b) = (P - M) / 2 := by
    linear_combination P * haP - a * hP - M * hbM + b * hM
  have i1 : inner ℂ (optimalVector c u w) u = (((P + M) / 2 : ℝ) : ℂ) := by
    rw [he, inner_add_left, inner_smul_left, inner_smul_left, Complex.conj_ofReal,
      Complex.conj_ofReal, huu, hwu, ← r1]
    push_cast; ring
  have i2 : inner ℂ (optimalVector c u w) w = (((P - M) / 2 : ℝ) : ℂ) := by
    rw [he, inner_add_left, inner_smul_left, inner_smul_left, Complex.conj_ofReal,
      Complex.conj_ofReal, h, hww, ← r2]
    push_cast; ring
  refine ⟨⟨fun x y => ?_, fun v => ?_, fun v => ?_⟩, ?_⟩
  · change inner ℂ (inner ℂ (optimalVector c u w) x • optimalVector c u w) y =
      inner ℂ x (inner ℂ (optimalVector c u w) y • optimalVector c u w)
    rw [inner_smul_left, inner_smul_right, inner_conj_symm, mul_comm]
  · rw [prob_rankOne]; positivity
  · have hcs := norm_inner_le_norm (𝕜 := ℂ) (optimalVector c u w) v
    rw [hn, one_mul] at hcs
    rw [prob_rankOne]
    exact pow_le_pow_left₀ (norm_nonneg _) hcs 2
  · rw [errorProb, prob_rankOne, prob_rankOne, i1, i2, Complex.norm_real,
      Complex.norm_real, Real.norm_eq_abs, Real.norm_eq_abs, sq_abs, sq_abs, hPM]
    ring
```

For $\alpha\ne0$ the number $c=e^{-2|\alpha|^2}$ lies strictly between 0 and 1, so the construction applies. At $\alpha=0$ the two signals coincide and every measurement has error $\tfrac12$.

```lean
/-- For `α ≠ 0` an explicit rank-one measurement attains the coherent-state bound. -/
theorem coherent_bound_attained {u w : H} (hu : ‖u‖ = 1) (hw : ‖w‖ = 1) {α : ℂ}
    (hα : α ≠ 0) (h : inner ℂ u w = ((Real.exp (-2 * ‖α‖ ^ 2) : ℝ) : ℂ)) :
    IsEffect (rankOne (optimalVector (Real.exp (-2 * ‖α‖ ^ 2)) u w)) ∧
      errorProb (1 / 2) (rankOne (optimalVector (Real.exp (-2 * ‖α‖ ^ 2)) u w)) u w =
        (1 - √(1 - Real.exp (-4 * ‖α‖ ^ 2))) / 2 := by
  have hpos : 0 < ‖α‖ ^ 2 := pow_pos (norm_pos_iff.mpr hα) 2
  have h1 : Real.exp (-2 * ‖α‖ ^ 2) < 1 := Real.exp_lt_one_iff.mpr (by linarith)
  have h0 := Real.exp_pos (-2 * ‖α‖ ^ 2)
  have hsq : Real.exp (-4 * ‖α‖ ^ 2) = Real.exp (-2 * ‖α‖ ^ 2) ^ 2 := by
    rw [sq (Real.exp (-2 * ‖α‖ ^ 2)), ← Real.exp_add]; congr 1; ring
  rw [hsq]
  exact optimal_measurement hu hw h (by linarith) h1
```

## Overlap 3/5 in two dimensions, and in code

Two-level vectors suffice to realise the overlap: take $u=(1,0)$ and $w=(c,\sqrt{1-c^2})$.

For $c=\tfrac35$, which means $|\alpha|^2=\tfrac12\ln\tfrac53\approx0.255$, this gives $w=(\tfrac35,\tfrac45)$. The optimal vector is $e=(3,-1)/\sqrt{10}$, with $|\langle e,u\rangle|^2=0.9$ and $|\langle e,w\rangle|^2=0.1$. The error is $(1-0.9+0.1)/2=0.1$, and the bound is $(1-\sqrt{1-0.36})/2=0.1$.

A numerical calculation can find the same $e$, up to a phase factor that leaves $|e\rangle\langle e|$ unchanged, as the normalised eigenvector of $\tfrac12(|u\rangle\langle u|-|w\rangle\langle w|)$ with positive eigenvalue, here $0.4$; the error is $\tfrac12-0.4$. If the signals are coherent states truncated in the Fock basis, they should be renormalised and the result compared with the bound for their actual overlap. For large $|\alpha|$ the closed formula loses digits by subtraction. With $s=e^{-4|\alpha|^2}$, the equivalent form $s/\bigl(2(1+\sqrt{1-s})\bigr)$ avoids this.

```lean
/-- The two-level vector with components `c` and `√(1 - c²)`. -/
def qubitState (c : ℝ) : EuclideanSpace ℂ (Fin 2) :=
  !₂[(c : ℂ), ((√(1 - c ^ 2) : ℝ) : ℂ)]
```

The general check needs $c^2\le1$ for the norm, since $c^2+(1-c^2)=1$, and reads the overlap from the first component. It holds for every $\alpha$, including zero.

```lean
/-- The vectors `qubitState 1` and `qubitState (exp(-2|α|²))` are normalised and have
overlap `exp(-2|α|²)`. -/
theorem coherent_overlap_witness (α : ℂ) :
    ‖qubitState 1‖ = 1 ∧ ‖qubitState (Real.exp (-2 * ‖α‖ ^ 2))‖ = 1 ∧
      inner ℂ (qubitState 1) (qubitState (Real.exp (-2 * ‖α‖ ^ 2))) =
        ((Real.exp (-2 * ‖α‖ ^ 2) : ℝ) : ℂ) := by
  have hn : ∀ c : ℝ, c ^ 2 ≤ 1 → ‖qubitState c‖ = 1 := by
    intro c hc
    rw [EuclideanSpace.norm_eq, Real.sqrt_eq_one, Fin.sum_univ_two]
    change ‖(c : ℂ)‖ ^ 2 + ‖((√(1 - c ^ 2) : ℝ) : ℂ)‖ ^ 2 = 1
    rw [Complex.norm_real, Complex.norm_real, Real.norm_eq_abs, Real.norm_eq_abs,
      sq_abs, sq_abs, Real.sq_sqrt (by linarith)]
    ring
  have hi : ∀ c : ℝ, inner ℂ (qubitState 1) (qubitState c) = (c : ℂ) := by
    intro c
    simp [qubitState, PiLp.inner_apply, Fin.sum_univ_two]
  refine ⟨hn 1 (by norm_num), hn _ (pow_le_one₀ (Real.exp_pos _).le ?_), hi _⟩
  exact Real.exp_le_one_iff.mpr (by nlinarith [sq_nonneg ‖α‖])

end

end CoherentStateDiscrimination
```

```lean
#print axioms CoherentStateDiscrimination.coherent_error_bound
#print axioms CoherentStateDiscrimination.coherent_bound_attained
```

```
'CoherentStateDiscrimination.coherent_error_bound' depends on axioms: [propext, Classical.choice, Quot.sound]
'CoherentStateDiscrimination.coherent_bound_attained' depends on axioms: [propext, Classical.choice, Quot.sound]
```
